# Polar decomposition of an antilinear map, and the Tomita relations when it squares to one

**A:** On a finite-dimensional complex inner-product space, every bijective conjugate-linear map $S$ is $JP$ for exactly one pair of an antiunitary $J$ and a positive definite linear $P$. If also $S^2=1$, then $J^2=1$ and $JPJ=P^{-1}$.

**Q:** Where would a physicist meet such an $S$?

**A:** Take a finite quantum system with an invertible density matrix $\rho$. Represent an operator $a$ by the vector $a\rho^{1/2}$, with the inner product $\mathrm{Tr}(x^\dagger y)$. Taking adjoints becomes $S(a\rho^{1/2})=a^\dagger\rho^{1/2}$, which is conjugate-linear and squares to one, but in general does not preserve norms. The decomposition separates the reversal $J$ from the distortion $P$. For a Gibbs state at inverse temperature $\beta$, with energies $E_i$, $P$ multiplies $|i\rangle\langle j|$ by $e^{-\beta(E_i-E_j)/2}$, and $J$ exchanges $i$ and $j$.

**Q:** Does the Lean code contain that density matrix?

**A:** No. It starts from an abstract $S$ on a space `V`, so building $S$ from a state and its observables is the step left to you. Tomita's theorem about an algebra and its commutant needs that extra structure; the relations here concern $S$, $J$ and $P$ alone. In infinite dimension $S$ may be unbounded, and domains would enter.

```lean
import Mathlib

open scoped InnerProductSpace ComplexConjugate

noncomputable section

namespace AntilinearPolar

variable {V : Type*} [NormedAddCommGroup V] [InnerProductSpace ℂ V]
```

**Q:** Which conventions are fixed?

**A:** The inner product `⟪x, y⟫_ℂ` is conjugate-linear in its first slot, as in Dirac notation. The type `V →ₗ⋆[ℂ] V` holds conjugate-linear maps, and `V →ₗ[ℂ] V` holds linear ones. Antiunitarity means surjectivity together with $\langle Jx,Jy\rangle=\langle y,x\rangle$; it doesn't include $J^2=1$.

```lean
/-- A conjugate-linear map is antiunitary if it is surjective and turns every inner product
into its complex conjugate. -/
def IsAntiunitary (J : V →ₗ⋆[ℂ] V) : Prop :=
  Function.Surjective J ∧ ∀ x y, ⟪J x, J y⟫_ℂ = ⟪y, x⟫_ℂ
```

Positive definite means symmetric, with $\langle x,Px\rangle>0$ for every $x\neq0$. In the modular literature $P$ is written $\Delta^{1/2}$; the operator $A$ below is $\Delta$.

```lean
/-- A linear operator is positive definite if it is symmetric and has a positive expectation
value in every nonzero vector. -/
def IsPosDef (P : V →ₗ[ℂ] V) : Prop :=
  P.IsSymmetric ∧ ∀ x, x ≠ 0 → 0 < (⟪x, P x⟫_ℂ).re
```

**Q:** Are the inverses legitimate?

**A:** Yes. If $Jx=0$, then $\langle x,x\rangle=\langle Jx,Jx\rangle=0$, so $J$ is injective.

```lean
/-- An antiunitary map is injective. -/
theorem IsAntiunitary.injective {J : V →ₗ⋆[ℂ] V} (hJ : IsAntiunitary J) :
    Function.Injective J := by
  refine (injective_iff_map_eq_zero J).2 fun x hx => ?_
  have h := hJ.2 x x
  rw [hx, inner_zero_left] at h
  exact inner_self_eq_zero.mp h.symm
```

If $Px=0$ with $x\neq0$, then $\langle x,Px\rangle=0$ contradicts positivity. So $P$ is injective and, in finite dimension, surjective.

```lean
variable [FiniteDimensional ℂ V]

/-- A positive definite operator on a finite-dimensional space is bijective. -/
theorem IsPosDef.bijective {P : V →ₗ[ℂ] V} (hP : IsPosDef P) : Function.Bijective P := by
  have hi : Function.Injective P := by
    refine (injective_iff_map_eq_zero P).2 fun x hx => ?_
    by_contra h0
    have h := hP.2 x h0
    rw [hx, inner_zero_right, Complex.zero_re] at h
    exact lt_irrefl _ h
  exact ⟨hi, LinearMap.injective_iff_surjective.mp hi⟩
```

**Q:** What makes $P$ unique?

**A:** A positive definite operator has only one positive definite square root. Suppose $P^2=Q^2$, and let $(P-Q)v=dv$ with $v\neq0$ and $d$ real. Symmetry gives $\langle Pv,Pv\rangle=\langle v,P^2v\rangle=\langle v,Q^2v\rangle=\langle Qv,Qv\rangle$, hence

$$0=\langle(P-Q)v,Pv\rangle+\langle Qv,(P-Q)v\rangle=d\,\bigl(\langle v,Pv\rangle+\langle Qv,v\rangle\bigr).$$

The bracket is positive, so $d=0$. Since $P-Q$ is symmetric, it has an orthonormal eigenbasis, and it vanishes on each basis vector. In Lean, `key` is the eigenvector calculation and `eigenvectorBasis` supplies the basis.

```lean
/-- Two positive definite operators on a finite-dimensional space with the same square are
equal. -/
theorem sqrt_unique {P Q : V →ₗ[ℂ] V} (hP : IsPosDef P) (hQ : IsPosDef Q)
    (h : ∀ x, P (P x) = Q (Q x)) : P = Q := by
  -- on an eigenvector of P - Q the eigenvalue must vanish
  have key : ∀ (v : V) (d : ℝ), v ≠ 0 → P v - Q v = (d : ℂ) • v → P v = Q v := by
    intro v d h0 hv
    have e1 : ⟪P v, P v⟫_ℂ = ⟪Q v, Q v⟫_ℂ := by rw [hP.1 v (P v), hQ.1 v (Q v), h]
    have e2 : ⟪P v - Q v, P v⟫_ℂ + ⟪Q v, P v - Q v⟫_ℂ = 0 := by
      rw [inner_sub_left, inner_sub_right, e1]; ring
    rw [hv, inner_smul_left, inner_smul_right, Complex.conj_ofReal, hQ.1 v v, ← mul_add] at e2
    rcases mul_eq_zero.mp e2 with hd | hs
    · rw [hd, zero_smul] at hv
      exact sub_eq_zero.mp hv
    · have h2 := congrArg Complex.re hs
      rw [Complex.add_re, Complex.zero_re] at h2
      linarith [hP.2 v h0, hQ.2 v h0]
  have hD : (P - Q).IsSymmetric := hP.1.sub hQ.1
  refine (hD.eigenvectorBasis rfl).toBasis.ext fun i => ?_
  rw [OrthonormalBasis.coe_toBasis]
  exact key _ (hD.eigenvalues rfl i) ((hD.eigenvectorBasis rfl).orthonormal.ne_zero i)
    (hD.apply_eigenvectorBasis rfl i)
```

**Q:** And existence of the root?

**A:** Diagonalise: $Ab_i=\lambda_ib_i$ with orthonormal $b_i$, so $\lambda_i=\langle b_i,Ab_i\rangle>0$. Define

$$Px=\sum_i\sqrt{\lambda_i}\,\langle b_i,x\rangle\,b_i .$$

The coefficients $\sqrt{\lambda_i}$ are real, so $P$ is symmetric. Also $\langle x,Px\rangle=\sum_i\sqrt{\lambda_i}\,|\langle b_i,x\rangle|^2$, which is positive unless every component of $x$ vanishes. Finally $P^2b_i=\lambda_ib_i=Ab_i$. The code checks these three facts in this order, with `l i` for $\lambda_i$.

```lean
/-- Every positive definite operator on a finite-dimensional space has a positive definite
square root. -/
theorem sqrt_exists {A : V →ₗ[ℂ] V} (hA : IsPosDef A) :
    ∃ P : V →ₗ[ℂ] V, IsPosDef P ∧ ∀ x, P (P x) = A x := by
  let b := hA.1.eigenvectorBasis rfl
  let l := hA.1.eigenvalues rfl
  have hb : ∀ i, A (b i) = (l i : ℂ) • b i := fun i => hA.1.apply_eigenvectorBasis rfl i
  have hbb := orthonormal_iff_ite.mp b.orthonormal
  have hl : ∀ i, 0 < l i := fun i => by
    have h := hA.2 (b i) (b.orthonormal.ne_zero i)
    rwa [hb, inner_smul_right, hbb, if_pos rfl, mul_one, Complex.ofReal_re] at h
  -- take the square root of each eigenvalue
  let P : V →ₗ[ℂ] V :=
    { toFun := fun x => ∑ i, ((√(l i) : ℝ) * ⟪b i, x⟫_ℂ) • b i
      map_add' := fun x y => by
        simp only [inner_add_right, mul_add, add_smul, Finset.sum_add_distrib]
      map_smul' := fun c x => by
        simp only [inner_smul_right, Finset.smul_sum, smul_smul, RingHom.id_apply,
          mul_left_comm] }
  have hPx : ∀ x, P x = ∑ i, ((√(l i) : ℝ) * ⟪b i, x⟫_ℂ) • b i := fun _ => rfl
  have hPb : ∀ i, P (b i) = ((√(l i) : ℝ) : ℂ) • b i := fun i => by
    rw [hPx, Finset.sum_eq_single i]
    · rw [hbb, if_pos rfl, mul_one]
    · intro j _ hj
      rw [hbb, if_neg hj, mul_zero, zero_smul]
    · exact fun hi => absurd (Finset.mem_univ i) hi
  refine ⟨P, ⟨fun x y => ?_, fun x hx => ?_⟩, fun x => ?_⟩
  · rw [hPx, hPx, sum_inner, inner_sum]
    refine Finset.sum_congr rfl fun i _ => ?_
    rw [inner_smul_left, inner_smul_right, map_mul, Complex.conj_ofReal, inner_conj_symm]
    ring
  · have hs : (⟪x, P x⟫_ℂ).re = ∑ i, √(l i) * Complex.normSq ⟪b i, x⟫_ℂ := by
      rw [hPx, inner_sum, Complex.re_sum]
      refine Finset.sum_congr rfl fun i _ => ?_
      rw [inner_smul_right, ← inner_conj_symm x (b i), mul_assoc, Complex.mul_conj,
        ← Complex.ofReal_mul, Complex.ofReal_re]
    rw [hs]
    refine Finset.sum_pos' (fun i _ => mul_nonneg (Real.sqrt_nonneg _)
      (Complex.normSq_nonneg _)) ?_
    by_contra hn
    refine hx ?_
    rw [← b.sum_repr' x]
    refine Finset.sum_eq_zero fun i _ => ?_
    by_cases hi : ⟪b i, x⟫_ℂ = 0
    · rw [hi, zero_smul]
    · exact absurd ⟨i, Finset.mem_univ i,
        mul_pos (Real.sqrt_pos.mpr (hl i)) (Complex.normSq_pos.mpr hi)⟩ hn
  · have h : P ∘ₗ P = A := b.toBasis.ext fun i => by
      rw [OrthonormalBasis.coe_toBasis, LinearMap.comp_apply, hPb, map_smul, hPb, smul_smul,
        ← Complex.ofReal_mul, Real.mul_self_sqrt (hl i).le, hb]
    exact LinearMap.congr_fun h x
```

**Q:** Which operator's root do you take? $S^\dagger S$ is delicate for an antilinear $S$.

**A:** The code avoids adjoints and asks for a linear $A$ with $\langle x,Ay\rangle=\langle Sy,Sx\rangle$. For an orthonormal basis $e_i$, set $Ay=\sum_i\langle Sy,Se_i\rangle e_i$. This is linear in $y$, because $S$ and the first slot each conjugate scalars. From $x=\sum_i\langle e_i,x\rangle e_i$ we get $Sx=\sum_i\langle x,e_i\rangle Se_i$, so

$$\langle Sy,Sx\rangle=\sum_i\langle x,e_i\rangle\langle Sy,Se_i\rangle=\langle x,Ay\rangle .$$

Symmetry follows from $\langle Ax,y\rangle=\overline{\langle y,Ax\rangle}=\overline{\langle Sx,Sy\rangle}=\langle x,Ay\rangle$. Positivity is $\langle x,Ax\rangle=\|Sx\|^2>0$ for $x\neq0$, by injectivity of $S$.

```lean
/-- For an injective conjugate-linear `S` on a finite-dimensional space there is a positive
definite linear operator `A` with matrix elements `⟨x, A y⟩ = ⟨S y, S x⟩`. -/
theorem modular_exists {S : V →ₗ⋆[ℂ] V} (hS : Function.Injective S) :
    ∃ A : V →ₗ[ℂ] V, IsPosDef A ∧ ∀ x y, ⟪x, A y⟫_ℂ = ⟪S y, S x⟫_ℂ := by
  let e := stdOrthonormalBasis ℂ V
  let A : V →ₗ[ℂ] V :=
    { toFun := fun y => ∑ i, ⟪S y, S (e i)⟫_ℂ • e i
      map_add' := fun x y => by
        simp only [map_add, inner_add_left, add_smul, Finset.sum_add_distrib]
      map_smul' := fun c x => by
        simp only [map_smulₛₗ, inner_smul_left, Complex.conj_conj, Finset.smul_sum, smul_smul,
          RingHom.id_apply] }
  have hA : ∀ x y, ⟪x, A y⟫_ℂ = ⟪S y, S x⟫_ℂ := fun x y => by
    have hSx : S x = ∑ i, ⟪x, e i⟫_ℂ • S (e i) := by
      conv_lhs => rw [← e.sum_repr' x]
      rw [map_sum]
      refine Finset.sum_congr rfl fun i _ => ?_
      rw [map_smulₛₗ, inner_conj_symm]
    change ⟪x, ∑ i, ⟪S y, S (e i)⟫_ℂ • e i⟫_ℂ = _
    rw [hSx, inner_sum, inner_sum]
    refine Finset.sum_congr rfl fun i _ => ?_
    rw [inner_smul_right, inner_smul_right, mul_comm]
  refine ⟨A, ⟨fun x y => ?_, fun x hx => ?_⟩, hA⟩
  · rw [← inner_conj_symm, hA, hA, inner_conj_symm]
  · have h : (⟪S x, S x⟫_ℂ).re = ‖S x‖ ^ 2 := inner_self_eq_norm_sq (𝕜 := ℂ) (S x)
    have h0 : S x ≠ 0 := fun h0 => hx (hS (h0.trans (map_zero S).symm))
    rw [hA, h]
    exact pow_pos (norm_pos_iff.mpr h0) 2
```

**Q:** Now assemble the pair.

**A:** Let $P$ be the positive root of $A$ and put $J=SP^{-1}$. It is surjective because $S$ is. Every vector has the form $Pu$, and

$$\langle JPu,JPv\rangle=\langle Su,Sv\rangle=\langle v,Au\rangle=\langle v,P^2u\rangle=\langle Pv,Pu\rangle .$$

So $J$ is antiunitary. If $S=KQ$ is another such factorisation, then $\langle x,Ay\rangle=\langle KQy,KQx\rangle=\langle Qx,Qy\rangle=\langle x,Q^2y\rangle$. Thus $Q^2=A=P^2$, hence $Q=P$, and then $K=SP^{-1}=J$.

In the theorem, `∃! D` ranges over pairs, with `D.1` for $J$ and `D.2` for $P$, so uniqueness applies to both factors. The equivalence `E` provides $P^{-1}$, and the final bullet proves uniqueness.

```lean
/-- Polar decomposition: a bijective conjugate-linear map `S` on a finite-dimensional space is
`J P` for exactly one pair of an antiunitary `J` and a positive definite linear `P`. -/
theorem polar_decomposition {S : V →ₗ⋆[ℂ] V} (hS : Function.Bijective S) :
    ∃! D : (V →ₗ⋆[ℂ] V) × (V →ₗ[ℂ] V),
      IsAntiunitary D.1 ∧ IsPosDef D.2 ∧ ∀ x, S x = D.1 (D.2 x) := by
  obtain ⟨A, hA, hAS⟩ := modular_exists hS.1
  obtain ⟨P, hP, hPA⟩ := sqrt_exists hA
  let E := LinearEquiv.ofBijective P hP.bijective
  let J : V →ₗ⋆[ℂ] V := S.comp (E.symm : V →ₗ[ℂ] V)
  have hJP : ∀ x, J (P x) = S x := fun x => congrArg S (E.symm_apply_apply x)
  refine ⟨(J, P), ⟨⟨fun y => ?_, fun x y => ?_⟩, hP, fun x => (hJP x).symm⟩, ?_⟩
  · obtain ⟨x, rfl⟩ := hS.2 y
    exact ⟨P x, hJP x⟩
  · obtain ⟨u, rfl⟩ := hP.bijective.2 x
    obtain ⟨v, rfl⟩ := hP.bijective.2 y
    change ⟪J (P u), J (P v)⟫_ℂ = ⟪P v, P u⟫_ℂ
    rw [hJP, hJP, hP.1 v (P u), hPA, hAS]
  · rintro ⟨K, Q⟩ ⟨hK, hQ, hKQ⟩
    -- the square of the positive factor is fixed by S
    have hQP : Q = P := sqrt_unique hQ hP fun y => ext_inner_left ℂ fun x => by
      rw [hPA, hAS, hKQ, hKQ, hK.2]
      exact (hQ.1 x (Q y)).symm
    have hKJ : K = J := LinearMap.ext fun y => by
      obtain ⟨x, rfl⟩ := hP.bijective.2 y
      rw [hJP, hKQ, hQP]
    rw [hKJ, hQP]
```

**Q:** With $S^2=1$, isn't $J^2=1$ being assumed somewhere?

**A:** No, it is derived. The hypotheses of `tomita_relations` are that $J$ is antiunitary, $P$ is positive definite, $S=JP$ and $S^2=1$. The last two give $JPJP=1$. Applying this to $Jx$ and cancelling the outer $J$ gives $PJPJ=1$. These are `h` and `h'`, and together they say that $JPJ$ is the two-sided inverse of $P$.

For $J^2$, set $M=PJ^2$. Then $PJM=(PJPJ)J=J$, so

$$\langle Mz,w\rangle=\langle Jw,JMz\rangle=\langle PJMw,JMz\rangle .$$

Since $P$ is symmetric, exchanging $z$ and $w$ conjugates the right side; therefore $M$ is symmetric. For $w=z\neq0$ the right side is positive, because $PJMz=Jz\neq0$ forces $JMz\neq0$. So $M$ is positive definite.

Next,

$$\langle J^2PJ^2x,J^2z\rangle=\langle PJ^2x,z\rangle=\langle x,PJ^2z\rangle=\langle Px,J^2z\rangle .$$

As $J^2$ is surjective, $J^2PJ^2=P$, and $M^2=P(J^2PJ^2)=P^2$. Uniqueness of the root gives $PJ^2=P$, and injectivity of $P$ gives $J^2=1$. In the code, `hform`, `hMs` and `hM` establish positivity, `hW` gives the sandwich identity, and `hMP` applies `sqrt_unique`.

```lean
/-- Finite-dimensional Tomita relations: if `S = J P` with `J` antiunitary and `P` positive
definite, and `S² = 1`, then `J² = 1` and `J P J` is the two-sided inverse of `P`. -/
theorem tomita_relations {S J : V →ₗ⋆[ℂ] V} {P : V →ₗ[ℂ] V}
    (hJ : IsAntiunitary J) (hP : IsPosDef P) (hS : ∀ x, S x = J (P x))
    (hSS : ∀ x, S (S x) = x) :
    (∀ x, J (J x) = x) ∧ (∀ x, J (P (J (P x))) = x) ∧ ∀ x, P (J (P (J x))) = x := by
  have h : ∀ x, J (P (J (P x))) = x := fun x => by rw [← hS, ← hS, hSS]
  have h' : ∀ x, P (J (P (J x))) = x := fun x => hJ.injective (h (J x))
  refine ⟨?_, h, h'⟩
  -- M = P J² is positive definite
  let M : V →ₗ[ℂ] V := P ∘ₗ (J.comp J : V →ₗ[ℂ] V)
  have hR : ∀ w, P (J (M w)) = J w := fun w => h' (J w)
  have hform : ∀ z w, ⟪M z, w⟫_ℂ = ⟪P (J (M w)), J (M z)⟫_ℂ := fun z w => by
    rw [hR, hJ.2]
  have hMs : ∀ z w, ⟪M z, w⟫_ℂ = ⟪z, M w⟫_ℂ := fun z w => by
    rw [hform z w, ← inner_conj_symm z (M w), hform w z, inner_conj_symm]
    exact hP.1 (J (M w)) (J (M z))
  have hM : IsPosDef M := ⟨hMs, fun z hz => by
    have h0 : J (M z) ≠ 0 := fun h0 =>
      hz (hJ.injective (by rw [← hR z, h0, map_zero, map_zero]))
    rw [← hMs z z, hform z z, hP.1 (J (M z)) (J (M z))]
    exact hP.2 _ h0⟩
  -- symmetry of M gives J² P J² = P, so M² = P²
  have hW : ∀ x, J (J (P (J (J x)))) = P x := fun x => ext_inner_right ℂ fun v => by
    obtain ⟨y, rfl⟩ := hJ.1 v
    obtain ⟨z, rfl⟩ := hJ.1 y
    rw [hJ.2, hJ.2, hP.1 x (J (J z))]
    exact hMs x z
  have hMP : M = P := sqrt_unique hM hP fun x => congrArg P (hW x)
  exact fun x => hP.bijective.1 (LinearMap.congr_fun hMP x)
```

**Q:** How does Lean know that $PJ^2$ is linear, when $J$ isn't?

**A:** Through Mathlib's semilinear maps. Each map carries in its type the ring homomorphism that it applies to scalars: complex conjugation for $J$, the identity for $P$. To compose two maps, Lean needs an instance of `RingHomCompTriple`, which records how the two homomorphisms compose. Mathlib knows that conjugating twice is the identity, so `(J.comp J : V →ₗ[ℂ] V)` is accepted as a linear map. That typing lets `M` enter `sqrt_unique`, which accepts only linear operators. The same mechanism makes `S.comp` with $P^{-1}$ conjugate-linear.

**Q:** Does the argument say anything for a Kramers-type sign, $S^2=-1$?

**A:** Yes, with $M=-PJ^2$ in place of $PJ^2$. Now $PJPJ=-1$, so $PJM=J$ again, and the same steps give $M=P$. Hence $J^2=-1$ and $JPJ=-P^{-1}$. This variant is an informal companion to the Lean theorem.

**Q:** Is there an example with $S^2=1$ where $P$ isn't simply the identity?

**A:** On $\mathbb C^2$, let $J$ swap the two components and conjugate them.

```lean
/-- The conjugate swap `(z₀, z₁) ↦ (conj z₁, conj z₀)` on `ℂ²`. -/
def conjSwap : EuclideanSpace ℂ (Fin 2) →ₗ⋆[ℂ] EuclideanSpace ℂ (Fin 2) where
  toFun z := !₂[conj (z 1), conj (z 0)]
  map_add' x y := by ext i; fin_cases i <;> simp
  map_smul' c x := by ext i; fin_cases i <;> simp
```

Let $P=\mathrm{diag}(1/2,2)$.

```lean
/-- The diagonal operator `(z₀, z₁) ↦ (z₀ / 2, 2 z₁)` on `ℂ²`. -/
def squeeze : EuclideanSpace ℂ (Fin 2) →ₗ[ℂ] EuclideanSpace ℂ (Fin 2) where
  toFun z := !₂[(1 / 2 : ℂ) * z 0, 2 * z 1]
  map_add' x y := by ext i; fin_cases i <;> simp [mul_add]
  map_smul' c x := by ext i; fin_cases i <;> simp [mul_left_comm]
```

Then $S(z_0,z_1)=(2\bar z_1,\bar z_0/2)$, and applying $S$ twice returns $(z_0,z_1)$. The eigenvalues of $P$ are reciprocal, and $J$ exchanges their eigenvectors. Lean verifies antiunitarity, positivity and $S^2=1$ by components; positivity uses $\langle x,Px\rangle=\tfrac12|x_0|^2+2|x_1|^2$.

```lean
/-- On `ℂ²` the conjugate swap is antiunitary, the operator `diag(1/2, 2)` is positive
definite, and their product squares to one. -/
theorem tomita_witness : IsAntiunitary conjSwap ∧ IsPosDef squeeze ∧
    ∀ z, conjSwap (squeeze (conjSwap (squeeze z))) = z := by
  have hc : conj (2 : ℂ) = 2 := map_ofNat (starRingEnd ℂ) 2
  refine ⟨⟨fun y => ⟨conjSwap y, ?_⟩, fun x y => ?_⟩, ⟨fun x y => ?_, fun x hx => ?_⟩,
    fun z => ?_⟩
  · ext i; fin_cases i <;> simp [conjSwap]
  · simp [conjSwap, PiLp.inner_apply, Fin.sum_univ_two]
    ring
  · simp [squeeze, PiLp.inner_apply, Fin.sum_univ_two, hc]
    ring
  · have h : (⟪x, squeeze x⟫_ℂ).re
        = 1 / 2 * Complex.normSq (x 0) + 2 * Complex.normSq (x 1) := by
      simp [squeeze, PiLp.inner_apply, Fin.sum_univ_two, Complex.normSq_apply]
      ring
    rw [h]
    by_contra hn
    have h0 := Complex.normSq_nonneg (x 0)
    have h1 := Complex.normSq_nonneg (x 1)
    have e0 : x 0 = 0 := Complex.normSq_eq_zero.mp (by linarith)
    have e1 : x 1 = 0 := Complex.normSq_eq_zero.mp (by linarith)
    exact hx (by ext i; fin_cases i <;> simp [e0, e1])
  · ext i; fin_cases i <;> simp [conjSwap, squeeze, hc]

end AntilinearPolar
```

```lean
#print axioms AntilinearPolar.polar_decomposition
#print axioms AntilinearPolar.tomita_relations
```

```
'AntilinearPolar.polar_decomposition' depends on axioms: [propext, Classical.choice, Quot.sound]
'AntilinearPolar.tomita_relations' depends on axioms: [propext, Classical.choice, Quot.sound]
```
